# The strain derivative of the angular factor in a nonlocal pseudopotential

When a crystal described by plane waves is strained, its reciprocal vectors change, and with them the matrix elements of the nonlocal pseudopotential. For a separable pseudopotential with one radial projector in an angular-momentum channel, that channel's part of the element between plane waves with wave vectors $k$ and $q$ contains two radial functions, of $|k|$ and $|q|$, and a Legendre polynomial of the cosine of the angle between $k$ and $q$. The stress is the strain derivative of the total energy, divided by the volume, up to a sign convention, so it needs the rate at which this polynomial changes.

The wave vectors live in a real inner product space $E$; $\mathbb R^3$ is the physical case, but no dimension is fixed.

In Lean 4 with Mathlib:

```lean
import Mathlib

open Polynomial

namespace NonlocalStress

noncomputable section

variable {E : Type*} [NormedAddCommGroup E] [InnerProductSpace ℝ E]
```

## Strained wave vectors and their angle

Let real-space vectors be deformed by the map $1+th$, with the strain $h$ a symmetric linear map and $t$ a real parameter. Reciprocal vectors then transform by the inverse transpose, which is $1-th$ to first order. Since only the derivative at $t=0$ matters, the first-order map serves as the definition:
$$k(t)=k-t\,hk .$$

```lean
/-- The wave vector `k` after the first-order strain `1 - t h`. -/
def strain (h : E →ₗ[ℝ] E) (t : ℝ) (k : E) : E := k - t • h k
```

The cosine of the angle is the inner product divided by the two lengths.

```lean
/-- The cosine of the angle between two nonzero wave vectors. -/
def angleCos (k q : E) : ℝ := inner ℝ k q / (‖k‖ * ‖q‖)
```

Write $k=ra$ and $q=sb$, with unit vectors $a,b$ and lengths $r,s>0$, and set $x=\langle a,b\rangle$. The rate of the cosine will turn out to be
$$C_h(a,b)=x\big(\langle a,ha\rangle+\langle b,hb\rangle\big)-2\langle a,hb\rangle ,$$
which is called `cosRate` in the code.

```lean
/-- The expression `x (⟨a, h a⟩ + ⟨b, h b⟩) - 2 ⟨a, h b⟩` with `x = ⟨a, b⟩`,
for directions `a`, `b` and strain `h`. -/
def cosRate (h : E →ₗ[ℝ] E) (a b : E) : ℝ :=
  inner ℝ a b * (inner ℝ a (h a) + inner ℝ b (h b)) - 2 * inner ℝ a (h b)
```

Single components of the stress tensor come from particular strains. For vectors $u,w$ take
$$hv=\tfrac12\big(\langle u,v\rangle w+\langle w,v\rangle u\big).$$
The two proof fields in the definition show that this map is linear.

```lean
/-- The symmetrised dyad of `u` and `w`, the strain that couples these two directions. -/
def dyadStrain (u w : E) : E →ₗ[ℝ] E where
  toFun v := (1 / 2 : ℝ) • (inner ℝ u v • w + inner ℝ w v • u)
  map_add' x y := by
    simp only [inner_add_right]
    module
  map_smul' c x := by
    simp only [real_inner_smul_right, RingHom.id_apply]
    module
```

## From the vector to the cosine

The strained vector is affine in $t$, so its velocity is $-hk$. `HasDerivAt F F' 0` says that the function $F$ is differentiable at $t=0$ with derivative $F'$.

```lean
/-- A strained wave vector moves with velocity `-h k` at zero strain. -/
theorem hasDerivAt_strain (h : E →ₗ[ℝ] E) (k : E) :
    HasDerivAt (fun t : ℝ => strain h t k) (-(h k)) 0 := by
  have h1 : HasDerivAt (fun t : ℝ => k - t • h k) (-((1 : ℝ) • h k)) 0 :=
    ((hasDerivAt_id (0 : ℝ)).smul_const (h k)).const_sub k
  rw [one_smul] at h1
  exact h1
```

At zero strain the lengths cancel from the cosine:
$$\frac{\langle ra,sb\rangle}{|ra|\,|sb|}=\frac{rs\,x}{rs}=x .$$

```lean
/-- For wave vectors of positive lengths `r`, `s` along unit vectors `a`, `b`, the cosine
of the angle is `⟨a, b⟩`. -/
theorem angleCos_smul {a b : E} (ha : ‖a‖ = 1) (hb : ‖b‖ = 1) {r s : ℝ}
    (hr : 0 < r) (hs : 0 < s) : angleCos (r • a) (s • b) = inner ℝ a b := by
  simp only [angleCos, norm_smul, Real.norm_of_nonneg hr.le, Real.norm_of_nonneg hs.le,
    ha, hb, mul_one, real_inner_smul_left, real_inner_smul_right]
  rw [div_eq_iff (by positivity)]
  ring
```

For the length, differentiate its square first:
$$\frac{d}{dt}|k(t)|^2\Big|_0=2\langle ra,-r\,ha\rangle=-2r^2\langle a,ha\rangle .$$
Dividing by $2|k|=2r$ gives
$$\frac{d}{dt}|k(t)|\Big|_0=-r\langle a,ha\rangle .$$
The proof takes the same route: `norm_sq` gives the first line, and `sqrt` the second, for which the squared length must be nonzero.

```lean
/-- The length of a wave vector `r a`, with `a` a unit vector and `r > 0`, changes under
strain at the rate `-r ⟨a, h a⟩`. -/
theorem hasDerivAt_norm_strain (h : E →ₗ[ℝ] E) {a : E} (ha : ‖a‖ = 1) {r : ℝ}
    (hr : 0 < r) :
    HasDerivAt (fun t : ℝ => ‖strain h t (r • a)‖) (-(r * inner ℝ a (h a))) 0 := by
  have hv : strain h 0 (r • a) = r • a := by simp [strain]
  have h0 : ‖strain h 0 (r • a)‖ = r := by
    rw [hv, norm_smul, ha, mul_one, Real.norm_of_nonneg hr.le]
  -- differentiate the squared length, then take the square root
  have h1 : HasDerivAt (fun t : ℝ => ‖strain h t (r • a)‖ ^ 2)
      (2 * inner ℝ (strain h 0 (r • a)) (-(h (r • a)))) 0 :=
    (hasDerivAt_strain h (r • a)).norm_sq
  have h2 := h1.sqrt (by
    show ‖strain h 0 (r • a)‖ ^ 2 ≠ 0
    rw [h0]
    positivity)
  simp only [Real.sqrt_sq, norm_nonneg] at h2
  refine h2.congr_deriv ?_
  rw [h0, hv, map_smul, inner_neg_right, real_inner_smul_left, real_inner_smul_right,
    div_eq_iff (by positivity)]
  ring
```

Now let $N=\langle k(t),q(t)\rangle$ and $D=|k(t)|\,|q(t)|$. At $t=0$, $N=rs\,x$ and $D=rs$. The product rule gives
$$N'=-rs\big(\langle ha,b\rangle+\langle a,hb\rangle\big)=-2rs\langle a,hb\rangle,$$
$$D'=-rs\big(\langle a,ha\rangle+\langle b,hb\rangle\big),$$
where the second form of $N'$ uses the symmetry of $h$. By the quotient rule,
$$\frac{N'D-ND'}{D^2}=-2\langle a,hb\rangle+x\big(\langle a,ha\rangle+\langle b,hb\rangle\big)=C_h(a,b).$$
In the code `hin` holds $N'$, `hden` holds $D'$, and `hab` is the symmetry step. After `fun_div`, the lengths are cancelled by `div_eq_iff` and `ring`.

```lean
/-- For a symmetric strain, the cosine of the angle between `r a` and `s b`, with unit
vectors `a`, `b` and `r, s > 0`, changes at the rate `cosRate h a b`. -/
theorem hasDerivAt_angleCos {h : E →ₗ[ℝ] E} (hh : h.IsSymmetric) {a b : E}
    (ha : ‖a‖ = 1) (hb : ‖b‖ = 1) {r s : ℝ} (hr : 0 < r) (hs : 0 < s) :
    HasDerivAt (fun t : ℝ => angleCos (strain h t (r • a)) (strain h t (s • b)))
      (cosRate h a b) 0 := by
  have hv : ∀ v : E, strain h 0 v = v := fun v => by simp [strain]
  have hab : inner ℝ (h a) b = inner ℝ a (h b) := hh a b
  have hin := (hasDerivAt_strain h (r • a)).inner ℝ (hasDerivAt_strain h (s • b))
  have hden := (hasDerivAt_norm_strain h ha hr).fun_mul (hasDerivAt_norm_strain h hb hs)
  have hne : ‖strain h 0 (r • a)‖ * ‖strain h 0 (s • b)‖ ≠ 0 := by
    rw [hv, hv, norm_smul, norm_smul, ha, hb, Real.norm_of_nonneg hr.le,
      Real.norm_of_nonneg hs.le]
    positivity
  -- quotient rule, evaluated at zero strain
  refine (hin.fun_div hden hne).congr_deriv ?_
  simp only [cosRate, hv, norm_smul, Real.norm_of_nonneg hr.le, Real.norm_of_nonneg hs.le,
    ha, hb, mul_one, map_smul, inner_neg_left, inner_neg_right, real_inner_smul_left,
    real_inner_smul_right, hab]
  rw [div_eq_iff (by positivity)]
  ring
```

The symmetry of $h$ enters only through $\langle ha,b\rangle=\langle a,hb\rangle$ for the given pair, and without this equality the formula can fail. In the plane, let $he_1=e_2$ and $he_2=-e_1$, an infinitesimal rotation, with $a=e_1$ and $b=e_2$. Then $N'=0$ and $x=0$, so the cosine has rate zero, whereas $C_h(a,b)=-2\langle e_1,-e_1\rangle=2$.

## The polynomial and the full kernel

For a real polynomial $P$, the chain rule multiplies the rate of the cosine by $P'(x)$:
$$\frac{d}{dt}P(\cos\angle(k(t),q(t)))\Big|_0=P'(x)\Big[x\big(\langle a,ha\rangle+\langle b,hb\rangle\big)-2\langle a,hb\rangle\Big].$$
The theorem states this for every symmetric $h$, all unit vectors $a,b$ and all $r,s>0$. The Legendre polynomials are the physical choice of $P$. A plane wave with $k=0$ has no direction, and the theorem does not cover it.

```lean
/-- Angular part of the nonlocal stress: for a symmetric strain, unit vectors `a`, `b` and
lengths `r, s > 0`, a polynomial `P` of the angle cosine of `r a` and `s b` changes at the
rate `P'(x) (x (⟨a, h a⟩ + ⟨b, h b⟩) - 2 ⟨a, h b⟩)`, where `x = ⟨a, b⟩`. -/
theorem angular_stress {h : E →ₗ[ℝ] E} (hh : h.IsSymmetric) (P : ℝ[X]) {a b : E}
    (ha : ‖a‖ = 1) (hb : ‖b‖ = 1) {r s : ℝ} (hr : 0 < r) (hs : 0 < s) :
    HasDerivAt (fun t : ℝ => P.eval (angleCos (strain h t (r • a)) (strain h t (s • b))))
      (P.derivative.eval (inner ℝ a b) *
        (inner ℝ a b * (inner ℝ a (h a) + inner ℝ b (h b)) - 2 * inner ℝ a (h b))) 0 := by
  have hv : ∀ v : E, strain h 0 v = v := fun v => by simp [strain]
  have h1 := (P.hasDerivAt _).comp (0 : ℝ) (hasDerivAt_angleCos hh ha hb hr hs)
  refine h1.congr_deriv ?_
  simp only [hv, angleCos_smul ha hb hr hs, cosRate]
```

The radial factors change through the lengths. If $f$ is differentiable at $r$ and $g$ at $s$, with derivatives $f'$ and $g'$ there, the product rule for $f(|k|)\,g(|q|)\,P(\cos\angle(k,q))$ gives
$$-r f'\langle a,ha\rangle\, g(s)P(x)-f(r)\,s g'\langle b,hb\rangle\, P(x)+f(r)g(s)P'(x)\,C_h(a,b).$$
In the proof, `hF` and `hG` are the chain rule for the two radial factors, and `angular_stress` supplies the third.

```lean
/-- Strain derivative of a kernel `f(|k|) g(|q|) P(x)`, with `x` the cosine of the angle between `k`
and `q`, at `k = r a`, `q = s b`, for a symmetric strain, unit vectors `a`, `b`, lengths `r, s > 0`,
and radial functions differentiable at these lengths: two radial terms and one angular term. -/
theorem kernel_stress {h : E →ₗ[ℝ] E} (hh : h.IsSymmetric) (P : ℝ[X]) {a b : E}
    (ha : ‖a‖ = 1) (hb : ‖b‖ = 1) {r s : ℝ} (hr : 0 < r) (hs : 0 < s)
    {f g : ℝ → ℝ} {f' g' : ℝ} (hf : HasDerivAt f f' r) (hg : HasDerivAt g g' s) :
    HasDerivAt (fun t : ℝ => f ‖strain h t (r • a)‖ * g ‖strain h t (s • b)‖ *
        P.eval (angleCos (strain h t (r • a)) (strain h t (s • b))))
      (-(r * f' * inner ℝ a (h a)) * g s * P.eval (inner ℝ a b)
        - f r * (s * g' * inner ℝ b (h b)) * P.eval (inner ℝ a b)
        + f r * g s * (P.derivative.eval (inner ℝ a b) * cosRate h a b)) 0 := by
  have hv : ∀ v : E, strain h 0 v = v := fun v => by simp [strain]
  have hk : ‖strain h 0 (r • a)‖ = r := by
    rw [hv, norm_smul, ha, mul_one, Real.norm_of_nonneg hr.le]
  have hq : ‖strain h 0 (s • b)‖ = s := by
    rw [hv, norm_smul, hb, mul_one, Real.norm_of_nonneg hs.le]
  -- chain rule for the two radial factors
  have hF : HasDerivAt (fun t : ℝ => f ‖strain h t (r • a)‖)
      (f' * -(r * inner ℝ a (h a))) 0 :=
    HasDerivAt.comp (0 : ℝ) (by rw [hk]; exact hf) (hasDerivAt_norm_strain h ha hr)
  have hG : HasDerivAt (fun t : ℝ => g ‖strain h t (s • b)‖)
      (g' * -(s * inner ℝ b (h b))) 0 :=
    HasDerivAt.comp (0 : ℝ) (by rw [hq]; exact hg) (hasDerivAt_norm_strain h hb hs)
  refine ((hF.fun_mul hG).fun_mul (angular_stress hh P ha hb hr hs)).congr_deriv ?_
  simp only [hk, hq]
  simp only [hv, angleCos_smul ha hb hr hs, cosRate]
  ring
```

The strain derivative of such a kernel enters the analytic stress in plane-wave electronic-structure calculations with separable pseudopotentials, weighted by plane-wave coefficients that are held fixed. These coefficients, the volume prefactor, the structure factors and the sums over plane waves and atoms are left out of the model.

## Isotropic strain and tensor components

A uniform dilation changes lengths but not angles. Replacing $h$ by $h+c\,1$, with $c$ real, adds
$$x(c+c)-2cx=0$$
to the rate.

```lean
/-- Adding an isotropic strain `c` does not change `cosRate` for two unit vectors. -/
theorem cosRate_add_isotropic (h : E →ₗ[ℝ] E) (c : ℝ) {a b : E}
    (ha : ‖a‖ = 1) (hb : ‖b‖ = 1) :
    cosRate (h + c • LinearMap.id) a b = cosRate h a b := by
  simp only [cosRate, LinearMap.add_apply, LinearMap.smul_apply, LinearMap.id_apply,
    inner_add_right, real_inner_smul_right, real_inner_self_eq_norm_sq, ha, hb]
  ring
```

The dyadic strain satisfies the symmetry hypothesis, because
$$\langle hv,v'\rangle=\tfrac12\big(\langle u,v\rangle\langle w,v'\rangle+\langle w,v\rangle\langle u,v'\rangle\big)$$
is unchanged when $v$ and $v'$ are exchanged.

```lean
/-- The symmetrised dyad of two directions is a symmetric strain. -/
theorem dyadStrain_isSymmetric (u w : E) : (dyadStrain u w).IsSymmetric := by
  intro x y
  simp only [dyadStrain, LinearMap.coe_mk, AddHom.coe_mk, real_inner_smul_left,
    real_inner_smul_right, inner_add_left, inner_add_right]
  rw [real_inner_comm w x, real_inner_comm u x]
  ring
```

For this strain $\langle a,ha\rangle=\langle u,a\rangle\langle w,a\rangle$, and likewise for $b$, while
$$2\langle a,hb\rangle=\langle u,b\rangle\langle w,a\rangle+\langle w,b\rangle\langle u,a\rangle .$$
With $u=e_i$ and $w=e_j$ from an orthonormal basis, the rate becomes
$$x(a_ia_j+b_ib_j)-(a_ib_j+a_jb_i),$$
the $ij$ component of the angular term before multiplication by $P'(x)$ and the radial factors. The theorem itself holds for arbitrary $u,w,a,b$; its proof expands the inner products and uses their symmetry.

```lean
/-- The expression `cosRate` for the dyadic strain of `u` and `w`, written with the inner products
of `a` and `b` with these two vectors and with each other. -/
theorem cosRate_dyadStrain (u w a b : E) :
    cosRate (dyadStrain u w) a b =
      inner ℝ a b * (inner ℝ u a * inner ℝ w a + inner ℝ u b * inner ℝ w b)
        - (inner ℝ u a * inner ℝ w b + inner ℝ w a * inner ℝ u b) := by
  simp only [cosRate, dyadStrain, LinearMap.coe_mk, AddHom.coe_mk,
    real_inner_smul_right, inner_add_right]
  rw [real_inner_comm w a, real_inner_comm u a, real_inner_comm w b, real_inner_comm u b]
  ring

end

end NonlocalStress
```

```lean
#print axioms NonlocalStress.angular_stress
#print axioms NonlocalStress.kernel_stress
#print axioms NonlocalStress.dyadStrain_isSymmetric
#print axioms NonlocalStress.cosRate_dyadStrain
```

```
'NonlocalStress.angular_stress' depends on axioms: [propext, Classical.choice, Quot.sound]
'NonlocalStress.kernel_stress' depends on axioms: [propext, Classical.choice, Quot.sound]
'NonlocalStress.dyadStrain_isSymmetric' depends on axioms: [propext, Classical.choice, Quot.sound]
'NonlocalStress.cosRate_dyadStrain' depends on axioms: [propext, Classical.choice, Quot.sound]
```
